# The lowest-order Fröhlich polaron: binding energy α, phonon number α/2, mass enhancement α/6

To lowest order in the coupling constant α, a Fröhlich electron at rest in three dimensions is bound by α phonon energies and carries α/2 phonons on average, and its effective mass exceeds the band mass m by the fraction α/6. Phonons whose wave number q satisfies ħ²q²/(2m) < ħω, where ħω is the phonon energy, supply half of the binding energy and half of the mass enhancement, but a fraction 1/2 + 1/π ≈ 0.82 of the phonon number.

## Three integrals from second-order perturbation theory

Take units with ħ = 2m = ω = 1, where m is the band mass and ω the frequency of the dispersionless optical phonons. An electron of momentum k then has energy k², and q = 1 is the wave number at which the recoil energy q² equals the phonon energy. In unit volume the squared coupling to a phonon of wave number q is 4πα/q², where α measures the strength of the polar interaction. Multiplied by the radial mode density, it gives a constant:

4πq²/(2π)³ · 4πα/q² = 2α/π.

Let x be the cosine of the angle between electron and phonon momentum. Emitting the phonon costs

(k − q)² + 1 − k² = 1 + q² − 2kqx (vectors on the left).

The second-order energy is therefore

E(k) = k² − (2α/π) ∫₀^∞ dq ½∫₋₁¹ dx 1/(1 + q² − 2kqx).

With D = 1 + q² and u = 2kqx,

1/(D − u) = 1/D + u/D² + u²/D³ + u³/(D³(D − u)).

The linear term averages to zero over x, and (2qx)² averages to 4q²/3. For |k| ≤ 1/2 we have |u| ≤ q ≤ D/2, so the last term is at most 2|2kq|³/D⁴ and contributes O(|k|³). Hence E(k) = −A + (1 − M)k² + O(|k|³), with

A = (2α/π) ∫₀^∞ dq/(1 + q²),
M = (8α/(3π)) ∫₀^∞ q² dq/(1 + q²)³.

The mass ratio is 1/(1 − M) = 1 + M to first order in α. For k = 0 the squared first-order amplitudes sum to

N = (2α/π) ∫₀^∞ dq/(1 + q²)².

This is the phonon number to first order; normalising the first-order state, a superposition of zero and one phonon, gives N/(1 + N), which differs only at order α².

A primitive of 1/(1 + q²) is arctan q. For the other two integrals, differentiate the rational terms:

d/dq [q/(1 + q²)] = (1 − q²)/(1 + q²)²,
d/dq [q(q² − 1)/(1 + q²)²] = (−q⁴ + 6q² − 1)/(1 + q²)³.

Adding 1/(1 + q²) gives 2/(1 + q²)² and 8q²/(1 + q²)³ respectively. Up to a cutoff Q ≥ 0 the three contributions are therefore

A(Q) = (2α/π) arctan Q,
N(Q) = (α/π)[arctan Q + Q/(1 + Q²)],
M(Q) = (α/(3π))[arctan Q + Q(Q² − 1)/(1 + Q²)²].

As Q → ∞ the rational terms vanish and arctan Q → π/2, which leaves α, α/2 and α/6. At Q = 1, arctan Q = π/4 and the rational terms of N(Q) and M(Q) are 1/2 and 0, which gives the shares stated above.

For α = 0.3 the totals are 0.3, 0.15 and 0.05. Phonons with q < 1 contribute 0.15 to the binding energy, 0.075 + 0.3/(2π) ≈ 0.123 to the phonon number and 0.025 to the mass enhancement.

For a single isotropic parabolic band in three dimensions, dispersionless phonons and the squared coupling 4πα/q² at all q, these values give a small-α check on numerical polaron calculations, and α − A(Q) is the lowest-order binding energy lost when phonons with q > Q are left out.

## The densities in Lean

```lean
import Mathlib

open MeasureTheory Set Filter Topology
open scoped Real

namespace FroehlichWeakCouplingCloud

noncomputable section
```

The coupling weight is written as the product of mode density and squared coupling, before any cancellation.

```lean
/-- Radial weight of the Froehlich coupling in polaron units: the density of phonon modes
`4 π q² / (2 π)³` times the squared coupling `4 π α / q²`. -/
def couplingWeight (α q : ℝ) : ℝ :=
  4 * π * q ^ 2 / (2 * π) ^ 3 * (4 * π * α / q ^ 2)
```

Dividing it by the energy denominator at k = 0, or by the square of that denominator, gives the energy and number densities.

```lean
/-- Contribution per unit phonon wave number, at `q`, to the second-order binding energy of an
electron at rest. -/
def energyDensity (α q : ℝ) : ℝ := couplingWeight α q / (1 + q ^ 2)

/-- Mean number of phonons per unit wave number, at `q`, to first order in `α`. -/
def numberDensity (α q : ℝ) : ℝ := couplingWeight α q / (1 + q ^ 2) ^ 2
```

The mass density contains the angular average as an actual integral over x.

```lean
/-- Contribution per unit phonon wave number, at `q`, to the lowest-order mass enhancement, with `(2
q x)²` averaged over the cosine `x` between phonon and electron momentum. -/
def massDensity (α q : ℝ) : ℝ :=
  couplingWeight α q * ((1 / 2) * ∫ x in (-1 : ℝ)..1, (2 * q * x) ^ 2) / (1 + q ^ 2) ^ 3
```

These definitions are where the physics enters. The Hamiltonian and perturbation theory are not formalised, and `α` is any real number, although a physical coupling is non-negative.

The next theorem is the expansion of 1/(D − u), valid wherever the denominator is nonzero. It is a pointwise identity, and its k² coefficient is the factor averaged in `massDensity`; the bound on the integrated remainder belongs to the derivation above. The proof names the two denominators, clears fractions and compares polynomials.

```lean
/-- Expansion of the reciprocal energy denominator of an electron with momentum `k` to second order
in `k`, with its exact remainder. -/
theorem energy_denominator_expansion (k q x : ℝ) (h : 1 + q ^ 2 - 2 * k * q * x ≠ 0) :
    1 / (1 + q ^ 2 - 2 * k * q * x) =
      1 / (1 + q ^ 2) + k * (2 * q * x) / (1 + q ^ 2) ^ 2
        + k ^ 2 * (2 * q * x) ^ 2 / (1 + q ^ 2) ^ 3
        + k ^ 3 * (2 * q * x) ^ 3 / ((1 + q ^ 2) ^ 3 * (1 + q ^ 2 - 2 * k * q * x)) := by
  have hD : 1 + q ^ 2 ≠ 0 := by positivity
  generalize hE : 1 + q ^ 2 - 2 * k * q * x = E at h ⊢
  generalize 1 + q ^ 2 = D at hD hE ⊢
  have hu : E = D - k * (2 * q * x) := by rw [← hE]; ring
  field_simp
  rw [hu]
  ring
```

The densities now reduce to the three integrands. The hypothesis `0 < q` restricts to physical wave numbers and excludes q = 0, where Lean sets division by zero to zero and the cancellation of q² fails. In the proof, `hw` is the constant weight 2α/π and `hang` is the angular integral 8q²/3, twice the average.

```lean
/-- For `q > 0` the three densities are explicit rational functions of the phonon
wave number. -/
theorem densities_eq (α : ℝ) {q : ℝ} (hq : 0 < q) :
    energyDensity α q = 2 * α / π * (1 / (1 + q ^ 2)) ∧
    numberDensity α q = 2 * α / π * (1 / (1 + q ^ 2) ^ 2) ∧
    massDensity α q = 8 * α / (3 * π) * (q ^ 2 / (1 + q ^ 2) ^ 3) := by
  have hpi : π ≠ 0 := Real.pi_ne_zero
  -- the factor q² of the mode density cancels the 1/q² of the coupling
  have hw : couplingWeight α q = 2 * α / π := by
    unfold couplingWeight
    field_simp
    ring
  have hang : ∫ x in (-1 : ℝ)..1, (2 * q * x) ^ 2 = 8 * q ^ 2 / 3 := by
    have e : ∀ x : ℝ, (2 * q * x) ^ 2 = (4 * q ^ 2) * x ^ 2 := fun x => by ring
    simp_rw [e]
    rw [intervalIntegral.integral_const_mul, integral_pow]
    push_cast
    ring
  refine ⟨?_, ?_, ?_⟩
  · rw [energyDensity, hw]; ring
  · rw [numberDensity, hw]; ring
  · rw [massDensity, hw, hang]; ring
```

## Primitives and the half-line integral

The two derivative computations follow the quotient rule as above, with `field_simp; ring` collecting the numerators.

```lean
/-- A primitive of the phonon-number integrand. -/
theorem hasDerivAt_number (q : ℝ) :
    HasDerivAt (fun x : ℝ => (Real.arctan x + x / (1 + x ^ 2)) / 2)
      (1 / (1 + q ^ 2) ^ 2) q := by
  have hne : 1 + q ^ 2 ≠ 0 := by positivity
  have h1 : HasDerivAt (fun x : ℝ => 1 + x ^ 2) (2 * q) q :=
    ((hasDerivAt_pow 2 q).const_add 1).congr_deriv (by norm_num)
  have h2 := (hasDerivAt_id' q).fun_div h1 hne
  exact (((Real.hasDerivAt_arctan q).fun_add h2).div_const 2).congr_deriv
    (by field_simp; ring)

/-- A primitive of the mass-enhancement integrand. -/
theorem hasDerivAt_mass (q : ℝ) :
    HasDerivAt (fun x : ℝ => (Real.arctan x + x * (x ^ 2 - 1) / (1 + x ^ 2) ^ 2) / 8)
      (q ^ 2 / (1 + q ^ 2) ^ 3) q := by
  have hne : 1 + q ^ 2 ≠ 0 := by positivity
  have hsq : HasDerivAt (fun x : ℝ => x ^ 2) (2 * q) q :=
    (hasDerivAt_pow 2 q).congr_deriv (by norm_num)
  have h3 := (hasDerivAt_id' q).fun_mul (hsq.sub_const 1)
  have h4 : HasDerivAt (fun x : ℝ => (1 + x ^ 2) ^ 2) (2 * (1 + q ^ 2) * (2 * q)) q :=
    ((hsq.const_add 1).fun_pow 2).congr_deriv (by norm_num)
  have h5 := h3.fun_div h4 (pow_ne_zero 2 hne)
  exact (((Real.hasDerivAt_arctan q).fun_add h5).div_const 8).congr_deriv
    (by field_simp; ring)
```

For a finite cutoff, the density is replaced by c·g on the interval (0, Q], which excludes the origin, and the fundamental theorem of calculus applies.

```lean
/-- A density equal to `c g` for `q > 0`, where `g` is continuous with primitive `F`, integrates up
to the cutoff `Q` to `c (F Q - F 0)`. -/
theorem integral_cutoff {f g F : ℝ → ℝ} {c Q : ℝ} (hQ : 0 ≤ Q)
    (hf : ∀ q, 0 < q → f q = c * g q) (hF : ∀ q, HasDerivAt F (g q) q)
    (hg : Continuous g) : ∫ q in (0 : ℝ)..Q, f q = c * (F Q - F 0) := by
  have h : ∫ q in (0 : ℝ)..Q, f q = ∫ q in (0 : ℝ)..Q, c * g q := by
    rw [intervalIntegral.integral_of_le hQ, intervalIntegral.integral_of_le hQ]
    exact setIntegral_congr_fun measurableSet_Ioc (fun q hq => hf q hq.1)
  rw [h, intervalIntegral.integral_const_mul,
    intervalIntegral.integral_eq_sub_of_hasDerivAt (fun q _ => hF q)
      (hg.intervalIntegrable _ _)]
```

On the half-line the proof turns on Mathlib's `integral_Ioi_of_hasDerivAt_of_nonneg'`. It asks for a primitive F, a non-negative derivative g and a limit l of F at infinity, and returns l − F(0). No separate integrability proof is required: F is increasing and has a finite limit, which bounds the integral of g. The sign condition is also the reason for taking out the constant c first, since c is negative when α is, while g never is.

```lean
/-- A density equal to `c g` for `q > 0`, where `g ≥ 0` has a primitive `F` tending to `l`,
integrates over all `q > 0` to `c (l - F 0)`. -/
theorem integral_all {f g F : ℝ → ℝ} {c l : ℝ}
    (hf : ∀ q, 0 < q → f q = c * g q) (hF : ∀ q, HasDerivAt F (g q) q)
    (hg : ∀ q, 0 ≤ g q) (hl : Tendsto F atTop (𝓝 l)) :
    ∫ q in Ioi (0 : ℝ), f q = c * (l - F 0) := by
  have h : ∫ q in Ioi (0 : ℝ), f q = ∫ q in Ioi (0 : ℝ), c * g q :=
    setIntegral_congr_fun measurableSet_Ioi (fun q hq => hf q hq)
  rw [h, integral_const_mul,
    integral_Ioi_of_hasDerivAt_of_nonneg' (fun q _ => hF q) (fun q _ => hg q) hl]
```

## Cutoff formulas, totals and shares

The first result states A(Q), N(Q) and M(Q) for every `Q ≥ 0`. Each part supplies its integrand and primitive to `integral_cutoff`.

```lean
/-- Binding energy, phonon number and mass enhancement supplied by the phonons with wave
number below a cutoff `Q`. -/
theorem cloud_below_cutoff (α : ℝ) {Q : ℝ} (hQ : 0 ≤ Q) :
    ∫ q in (0 : ℝ)..Q, energyDensity α q = 2 * α / π * Real.arctan Q ∧
    ∫ q in (0 : ℝ)..Q, numberDensity α q = α / π * (Real.arctan Q + Q / (1 + Q ^ 2)) ∧
    ∫ q in (0 : ℝ)..Q, massDensity α q =
      α / (3 * π) * (Real.arctan Q + Q * (Q ^ 2 - 1) / (1 + Q ^ 2) ^ 2) := by
  refine ⟨?_, ?_, ?_⟩
  · refine (integral_cutoff (g := fun q => 1 / (1 + q ^ 2)) hQ
      (fun q hq => (densities_eq α hq).1) Real.hasDerivAt_arctan
      (continuous_const.div (by fun_prop) (fun q => by positivity))).trans ?_
    simp only [Real.arctan_zero, sub_zero]
  · refine (integral_cutoff (g := fun q => 1 / (1 + q ^ 2) ^ 2) hQ
      (fun q hq => (densities_eq α hq).2.1) hasDerivAt_number
      (continuous_const.div (by fun_prop) (fun q => by positivity))).trans ?_
    simp only [Real.arctan_zero, zero_div, add_zero, sub_zero]
    ring
  · refine (integral_cutoff (g := fun q => q ^ 2 / (1 + q ^ 2) ^ 3) hQ
      (fun q hq => (densities_eq α hq).2.2) hasDerivAt_mass
      ((continuous_pow 2).div (by fun_prop) (fun q => by positivity))).trans ?_
    simp only [Real.arctan_zero, zero_mul, zero_div, add_zero, sub_zero]
    ring
```

For the totals, `Ioi 0` is the range q > 0. The limits `t1` and `t2` squeeze the rational terms between 0 and 1/q for q ≥ 1, and `hat` is the limit π/2 of the arctangent.

```lean
/-- The lowest-order Froehlich polaron has binding energy `α`, mean phonon number `α / 2`
and mass enhancement `α / 6`. -/
theorem weak_coupling_cloud (α : ℝ) :
    ∫ q in Ioi (0 : ℝ), energyDensity α q = α ∧
    ∫ q in Ioi (0 : ℝ), numberDensity α q = α / 2 ∧
    ∫ q in Ioi (0 : ℝ), massDensity α q = α / 6 := by
  have hpi : π ≠ 0 := Real.pi_ne_zero
  have hat : Tendsto Real.arctan atTop (𝓝 (π / 2)) :=
    Real.tendsto_arctan_atTop.mono_right nhdsWithin_le_nhds
  -- the rational parts of the primitives are bounded by 1/q and vanish at infinity
  have t1 : Tendsto (fun q : ℝ => q / (1 + q ^ 2)) atTop (𝓝 0) := by
    refine squeeze_zero' ?_ ?_ tendsto_inv_atTop_zero
    · filter_upwards [eventually_ge_atTop (1 : ℝ)] with q hq
      positivity
    · filter_upwards [eventually_ge_atTop (1 : ℝ)] with q hq
      have h0 : 0 < q := by linarith
      rw [inv_eq_one_div, div_le_div_iff₀ (by positivity) h0]
      nlinarith
  have t2 : Tendsto (fun q : ℝ => q * (q ^ 2 - 1) / (1 + q ^ 2) ^ 2) atTop (𝓝 0) := by
    refine squeeze_zero' ?_ ?_ tendsto_inv_atTop_zero
    · filter_upwards [eventually_ge_atTop (1 : ℝ)] with q hq
      have h1 : 0 ≤ q ^ 2 - 1 := by nlinarith
      have h0 : 0 ≤ q := by linarith
      exact div_nonneg (mul_nonneg h0 h1) (by positivity)
    · filter_upwards [eventually_ge_atTop (1 : ℝ)] with q hq
      have h0 : 0 < q := by linarith
      rw [inv_eq_one_div, div_le_div_iff₀ (by positivity) h0]
      nlinarith [sq_nonneg q]
  refine ⟨?_, ?_, ?_⟩
  · refine (integral_all (g := fun q => 1 / (1 + q ^ 2))
      (fun q hq => (densities_eq α hq).1) Real.hasDerivAt_arctan
      (fun q => by positivity) hat).trans ?_
    simp only [Real.arctan_zero, sub_zero]
    field_simp
  · refine (integral_all (g := fun q => 1 / (1 + q ^ 2) ^ 2)
      (fun q hq => (densities_eq α hq).2.1) hasDerivAt_number
      (fun q => by positivity) ((hat.add t1).div_const 2)).trans ?_
    simp only [Real.arctan_zero, zero_div, add_zero, sub_zero]
    field_simp
  · refine (integral_all (g := fun q => q ^ 2 / (1 + q ^ 2) ^ 3)
      (fun q hq => (densities_eq α hq).2.2) hasDerivAt_mass
      (fun q => by positivity) ((hat.add t2).div_const 8)).trans ?_
    simp only [Real.arctan_zero, zero_mul, zero_div, add_zero, sub_zero]
    field_simp
    ring
```

The shares follow by setting Q = 1 and comparing with the totals. They are stated as products, so the equations also hold at α = 0, where a ratio would have no meaning.

```lean
/-- Phonons with `q < 1` supply half of the binding energy, a fraction `1/2 + 1/π` of the
phonon number and half of the mass enhancement. -/
theorem long_wavelength_share (α : ℝ) :
    ∫ q in (0 : ℝ)..1, energyDensity α q =
      1 / 2 * ∫ q in Ioi (0 : ℝ), energyDensity α q ∧
    ∫ q in (0 : ℝ)..1, numberDensity α q =
      (1 / 2 + 1 / π) * ∫ q in Ioi (0 : ℝ), numberDensity α q ∧
    ∫ q in (0 : ℝ)..1, massDensity α q =
      1 / 2 * ∫ q in Ioi (0 : ℝ), massDensity α q := by
  have hpi : π ≠ 0 := Real.pi_ne_zero
  obtain ⟨a1, a2, a3⟩ := cloud_below_cutoff α zero_le_one
  obtain ⟨b1, b2, b3⟩ := weak_coupling_cloud α
  rw [a1, a2, a3, b1, b2, b3, Real.arctan_one]
  refine ⟨?_, ?_, ?_⟩
  · field_simp
    ring
  · field_simp
    ring
  · rw [one_pow, sub_self, mul_zero, zero_div, add_zero]
    field_simp <;> ring

end

end FroehlichWeakCouplingCloud
```

```lean
#print axioms FroehlichWeakCouplingCloud.energy_denominator_expansion
#print axioms FroehlichWeakCouplingCloud.weak_coupling_cloud
#print axioms FroehlichWeakCouplingCloud.long_wavelength_share
```

```
'FroehlichWeakCouplingCloud.energy_denominator_expansion' depends on axioms: [propext, Classical.choice, Quot.sound]
'FroehlichWeakCouplingCloud.weak_coupling_cloud' depends on axioms: [propext, Classical.choice, Quot.sound]
'FroehlichWeakCouplingCloud.long_wavelength_share' depends on axioms: [propext, Classical.choice, Quot.sound]
```
